# The cutoff frequency beyond which at most a fraction ε of the Drude spectral weight remains

In the Drude model the dissipative conductivity at frequency ω is s0 / (1 + ω²τ²), with dc value s0 > 0 and relaxation time τ > 0. The theorem `missingFraction_le_iff` says that, for a tolerance 0 < ε < 1, the fraction of the positive-frequency spectral weight lying above a cutoff W is at most ε exactly when W ≥ 1 / (τ tan(πε/2)). It is stated for every real W, though the ratio of integrals is a fraction of the weight only for W ≥ 0. The proof starts from the closed form 1 − (2/π) arctan(Wτ), turns the bound into a lower bound on the arctangent, and inverts that using strict monotonicity and the identity tan(π/2 − x) = 1 / tan x.

The first attempt, which Lean rejects:

```lean
import Mathlib

open MeasureTheory Set Filter Topology
open scoped Real

namespace MissingFractionLeIff

noncomputable section

/-- The dissipative Drude conductivity at frequency `ω`, with dc value `s0` and
relaxation time `τ`. -/
def drude (s0 τ ω : ℝ) : ℝ := s0 / (1 + ω ^ 2 * τ ^ 2)

/-- The fraction of the Drude spectral weight on the positive frequency axis that lies beyond
the cutoff `W ≥ 0`, for `s0 > 0` and `τ > 0`. -/
def missingFraction (s0 τ W : ℝ) : ℝ :=
  (∫ ω in Ioi W, drude s0 τ ω) / (∫ ω in Ioi (0 : ℝ), drude s0 τ ω)

/-- The Drude conductivity is a Lorentzian in the dimensionless frequency `τ ω`. -/
theorem drude_eq (s0 τ : ℝ) :
    drude s0 τ = fun ω => s0 * (1 + (τ * ω) ^ 2)⁻¹ := by
  funext ω
  show s0 / (1 + ω ^ 2 * τ ^ 2) = s0 * (1 + (τ * ω) ^ 2)⁻¹
  rw [div_eq_mul_inv, mul_pow, mul_comm (τ ^ 2)]

/-- For `τ > 0` the spectral weight above the frequency `W` is
`(s0 / τ) (π / 2 - arctan (W τ))`. -/
theorem weight_above (s0 : ℝ) {τ : ℝ} (hτ : 0 < τ) (W : ℝ) :
    ∫ ω in Ioi W, drude s0 τ ω = s0 / τ * (π / 2 - Real.arctan (W * τ)) := by
  -- rescale the frequency by the relaxation time
  have key : ∫ ω in Ioi W, (1 + (τ * ω) ^ 2)⁻¹
      = τ⁻¹ * ∫ x in Ioi (τ * W), (1 + x ^ 2)⁻¹ :=
    integral_comp_mul_left_Ioi (fun x : ℝ => (1 + x ^ 2)⁻¹) W hτ
  simp only [drude_eq]
  rw [integral_const_mul, key, integral_Ioi_inv_one_add_sq, mul_comm τ W]
  ring

/-- For `s0, τ > 0` the missing fraction is `1 - (2 / π) arctan (W τ)`. -/
theorem missingFraction_eq {s0 τ : ℝ} (hs : 0 < s0) (hτ : 0 < τ) (W : ℝ) :
    missingFraction s0 τ W = 1 - 2 / π * Real.arctan (W * τ) := by
  have h1 : s0 / τ ≠ 0 := by positivity
  have h2 : π / 2 ≠ 0 := by positivity
  unfold missingFraction
  rw [weight_above s0 hτ, weight_above s0 hτ, zero_mul, Real.arctan_zero, sub_zero,
    mul_div_mul_left _ _ h1, sub_div, div_self h2]
  ring

/-- For `s0, τ > 0` and a tolerance `0 < ε < 1`, the missing fraction is at most `ε` exactly when
the cutoff is at least `1 / (τ tan (π ε / 2))`. -/
theorem missingFraction_le_iff {s0 τ ε : ℝ} (hs : 0 < s0) (hτ : 0 < τ) (hε : 0 < ε)
    (hε1 : ε < 1) (W : ℝ) :
    missingFraction s0 τ W ≤ ε ↔ 1 / (τ * Real.tan (π * ε / 2)) ≤ W := by
  have hπ := Real.pi_pos
  have ha : Real.arctan (Real.tan (π / 2 - π * ε / 2)) = π / 2 - π * ε / 2 :=
    Real.arctan_tan (by nlinarith) (by nlinarith)
  have e : π * (1 - 2 / π * Real.arctan (W * τ)) = π - 2 * Real.arctan (W * τ) := by
    field_simp
  have h1 : 1 - 2 / π * Real.arctan (W * τ) ≤ ε ↔
      π / 2 - π * ε / 2 ≤ Real.arctan (W * τ) := by
    constructor
    · intro h
      have h' := mul_le_mul_of_nonneg_left h hπ.le
      linarith
    · intro h
      by_contra hn
      have h' := mul_lt_mul_of_pos_left (not_le.mp hn) hπ
      linarith
  have e2 : 1 / (τ * Real.tan (π * ε / 2)) = (Real.tan (π * ε / 2))⁻¹ / τ := by
    rw [one_div, mul_inv, div_eq_mul_inv, mul_comm]
  -- invert the arctangent, which is strictly increasing
  rw [missingFraction_eq hs hτ, h1, ← ha, Real.arctan_strictMono.le_iff_le,
    Real.tan_pi_div_two_sub, e2, div_le_iff₀ hτ]

end

end MissingFractionLeIff
```

Lean reports:

```
Main.lean:68:77: error: unsolved goals
s0 τ ε : ℝ
hs : 0 < s0
hτ : 0 < τ
hε : 0 < ε
hε1 : ε < 1
W : ℝ
hπ : 0 < π
ha : Real.arctan (Real.tan (π / 2 - π * ε / 2)) = π / 2 - π * ε / 2
e : π * (1 - 2 / π * Real.arctan (W * τ)) = π - 2 * Real.arctan (W * τ)
h1 : 1 - 2 / π * Real.arctan (W * τ) ≤ ε ↔ π / 2 - π * ε / 2 ≤ Real.arctan (W * τ)
⊢ (Real.tan (π * ε * 2⁻¹))⁻¹ * τ⁻¹ = (Real.tan (π * ε * 2⁻¹))⁻¹ / τ
```

Cause. The error is in the auxiliary equation `e2`, which only rewrites the threshold 1 / (τ tan(πε/2)) as (tan(πε/2))⁻¹ / τ. After `one_div` and `mul_inv`, the left side is τ⁻¹ times the inverse tangent factor, and the right side is still a division by τ. The step `div_eq_mul_inv` was meant for that division, but given no arguments it matched `π * ε / 2` inside the tangent first. `rw` then rewrote every copy of that one quotient, which is why `π * ε * 2⁻¹` appears on both sides of the message, and left the division by τ alone. `mul_comm` put the left-hand factors in the right order, but a product with `τ⁻¹` still faced a quotient by `τ`, and the `rfl` that `rw` tries at the end does not unfold division to identify them.

The repair uses `mul_comm τ⁻¹` to swap the product that starts with `τ⁻¹`, then `← div_eq_mul_inv` to fold the result into a division by `τ`. The quotient inside the tangent is untouched, the two sides become identical, and `rw` closes the goal.

This version goes through:

```diff
@@ -67,5 +67,5 @@
       linarith
   have e2 : 1 / (τ * Real.tan (π * ε / 2)) = (Real.tan (π * ε / 2))⁻¹ / τ := by
-    rw [one_div, mul_inv, div_eq_mul_inv, mul_comm]
+    rw [one_div, mul_inv, mul_comm τ⁻¹, ← div_eq_mul_inv]
   -- invert the arctangent, which is strictly increasing
   rw [missingFraction_eq hs hτ, h1, ← ha, Real.arctan_strictMono.le_iff_le,
```
